# The first N powers of a length-N discrete Fourier phase sum to N if N divides the wave number, and to zero otherwise

For a discrete Fourier transform of non-zero length N and a natural number k as wave number, the elementary phase is z = exp(−2πik/N). The theorem states that z^N = 1, and that the sum of z^m over m = 0, …, N − 1, with no prefactor 1/N, is N if N divides k and zero otherwise. The attempt writes z as the k-th power of the inverse of exp(2πi/N), which is a primitive N-th root of unity, and derives z^N = 1 from this. If N divides k, then z = 1 and the sum counts its terms; if not, z ≠ 1, and the geometric-sum identity (1 − z)·∑ z^m = 1 − z^N = 0 forces the sum to vanish.

Lean 4 with Mathlib refuses this proof:

```lean
import Mathlib

open Finset
open scoped ComplexConjugate

namespace SumPhase

noncomputable section

/-- The elementary phase `exp(-2πi k/N)` of a DFT of length `N > 0` at wave number `k`. -/
def phase (N k : ℕ) : ℂ := Complex.exp (-(2 * Real.pi * Complex.I * k / N))

/-- The elementary phase of a DFT of length `N > 0` is an `N`-th root of unity, and its first `N`
powers sum to `N` if `N` divides the wave number, and to zero otherwise. -/
theorem sum_phase {N : ℕ} (hN : N ≠ 0) (k : ℕ) :
    phase N k ^ N = 1 ∧ ∑ m ∈ range N, phase N k ^ m = if N ∣ k then (N : ℂ) else 0 := by
  have hr := (Complex.isPrimitiveRoot_exp N hN).inv
  have hk : phase N k = (Complex.exp (2 * Real.pi * Complex.I / N))⁻¹ ^ k := by
    rw [← Complex.exp_neg, ← Complex.exp_nat_mul, phase]
    congr 1
    ring
  have h1 : phase N k ^ N = 1 := by
    rw [hk, ← pow_mul, mul_comm, pow_mul, hr.pow_eq_one, one_pow]
  refine ⟨h1, ?_⟩
  split_ifs with hd
  · have : phase N k = 1 := by rw [hk]; exact (hr.pow_eq_one_iff_dvd k).2 hd
    simp [this]
  · have hne : phase N k ≠ 1 := fun h => hd ((hr.pow_eq_one_iff_dvd k).1 (hk ▸ h))
    have hs := mul_neg_geom_sum (phase N k) N
    rw [h1, sub_self] at hs
    exact (mul_eq_zero.1 hs).resolve_left (sub_ne_zero.2 hne.symm)

end

end SumPhase
```

Messages:

```
Main.lean:23:42: error: Tactic `rewrite` failed: Did not find an occurrence of the pattern
  (Complex.exp (2 * ↑Real.pi * Complex.I / ↑N))⁻¹ ^ N
in the target expression
  ((Complex.exp (Complex.I * (2 * ↑Real.pi) / ↑N))⁻¹ ^ k) ^ N = 1

N : ℕ
hN : N ≠ 0
k : ℕ
hr : IsPrimitiveRoot (Complex.exp (2 * ↑Real.pi * Complex.I / ↑N))⁻¹ N
hk : phase N k = (Complex.exp (2 * ↑Real.pi * Complex.I / ↑N))⁻¹ ^ k
⊢ ((Complex.exp (Complex.I * (2 * ↑Real.pi) / ↑N))⁻¹ ^ k) ^ N = 1
```

The mended proof, as a diff:

```diff
@@ -21,5 +21,5 @@
     ring
   have h1 : phase N k ^ N = 1 := by
-    rw [hk, ← pow_mul, mul_comm, pow_mul, hr.pow_eq_one, one_pow]
+    rw [hk, ← pow_mul, mul_comm k N, pow_mul, hr.pow_eq_one, one_pow]
   refine ⟨h1, ?_⟩
   split_ifs with hd
```

What went wrong. The error arises in the proof of `h1`, at `hr.pow_eq_one`, but its origin is the bare `mul_comm` two steps earlier. After `← pow_mul` the exponent is `k * N`, and the next step was meant to turn it into `N * k`. Without arguments, however, `mul_comm` can match any product, and it took one inside the exponential: the message shows `2 * ↑Real.pi * Complex.I` turned into `Complex.I * (2 * ↑Real.pi)`. The exponent stayed `k * N`, so `pow_mul` merely restored the form `(_ ^ k) ^ N`. The rewrite with `hr.pow_eq_one` needs the original root raised directly to the power `N`, and the goal no longer has that root, nor does it have the power `N` directly on the base.

The repair, `mul_comm k N`, fixes both factors, so that only `k * N` can match. The exponential is left alone, `pow_mul` now gives the root to the power `N`, all to the power `k`, and `hr.pow_eq_one` and `one_pow` reduce this to 1.
